# The sum of $(l+\tfrac12)^{-4}$ over $l>L$ is below $1/(3(L+1)^3)$ by at most $1/(6(L+1)^5)$

## Why $L+1$, when the increments contain $l+\tfrac12$?

Let $E(L)$ be the ground-state energy of helium computed with all partial waves $l\le L$, each radially complete, and let $E_\infty$ be its limit. To leading order, adding wave $l$ lowers the energy by $A(l+\tfrac12)^{-4}$, where $A>0$ reflects how likely the two electrons are to meet. Write
$$T(L)=\sum_{l>L}(l+\tfrac12)^{-4}.$$
I see the missing energy $A\,T(L)$ replaced by $A/(3(L+1)^3)$, even for $L=2$. Why is the shift 1 and not $\tfrac12$? Doesn't replacing a sum by a power leave an error of order $L^{-4}$?

## A midpoint rule with a one-sided error

Replacing this sum by the shifted power leaves no $L^{-4}$ error. The point $l+\tfrac12$ is the midpoint of $[l,l+1]$, so $T(L)$ is the midpoint rule for $\int_{L+1}^\infty x^{-4}\,dx=1/(3(L+1)^3)$. For every $L\ge 0$,
$$0<\frac1{3(L+1)^3}-T(L)\le\frac1{6(L+1)^5}.$$

To derive this, take $y>0$ and put $p=y(y+1)$, so that $(y+\tfrac12)^2=p+\tfrac14$. Since $(y+1)^3-y^3=3p+1$,
$$\frac1{3y^3}-\frac1{3(y+1)^3}-\frac1{(y+\frac12)^4}=\frac{3p+1}{3p^3}-\frac1{(p+\frac14)^2}=\frac{\frac52p^2+\frac{11}{16}p+\frac1{16}}{3p^3(p+\frac14)^2}>0.$$
Now let $g(y)=\frac1{3y^3}-\frac1{6y^5}$. With $(y+1)^5-y^5=5p^2+5p+1$,
$$\frac1{(y+\frac12)^4}-[g(y)-g(y+1)]=\frac{\frac{49}8p^3+\frac{59}{16}p^2+\frac{13}{16}p+\frac1{16}}{6p^5(p+\frac14)^2}>0.$$

Sum both inequalities over $y=L+1,L+2,\dots$. The differences telescope and their far ends vanish, which gives $g(L+1)\le T(L)\le 1/(3(L+1)^3)$. The upper bound is strict because the first term already is.

For $L=2$, $T(2)=\pi^4/6-16-(2/3)^4-(2/5)^4\approx0.011718$, while $1/81\approx0.012346$. The excess, $0.000628$, is below $1/1458\approx0.000686$.

If $A$ is not known, it can be eliminated using two energies. Let $a=L+1$, $b=M+1$ and $L<M$. If the leading law holds exactly from $L$ on, summing the increments gives $E(L)=E_\infty+A\,T(L)$, and likewise at $M$. Hence
$$\frac{b^3E(M)-a^3E(L)}{b^3-a^3}-E_\infty=A\,\frac{b^3T(M)-a^3T(L)}{b^3-a^3}.$$
Both $a^3T(L)$ and $b^3T(M)$ lie between $\frac13-\frac1{6a^2}$ and $\frac13$, so the error is at most $|A|/(6a^2(b^3-a^3))$. With $L=2$ and $M=3$, one computes $(64E(3)-27E(2))/37$, and the bound is $|A|/1998$.

In the Lean code, `increment l` is $(l+\tfrac12)^{-4}$ and `tail L` is $T(L)$, with $l=L+1+k$. `tail_formula_error` is the two-sided bound for every natural `L`. In `extrapolation_error`, `E` is any real sequence, `Einf` is $E_\infty$, and `A` may have either sign. The hypothesis `hE` imposes the pure leading law from `L` on, and `hlim` identifies the limit. No Hamiltonian appears: the step to real helium is the neglect of higher-order terms in the increments and of radial basis error. The next term in helium's increments is proportional to $(l+\tfrac12)^{-5}$; its tail is of order $L^{-4}$, and the bounds proved here do not cover it.

```lean
import Mathlib

open Filter Topology

namespace PartialWaveTail

noncomputable section

/-- The leading partial-wave increment `(l + 1/2)⁻⁴` at angular momentum `l`. -/
def increment (l : ℕ) : ℝ := 1 / ((l : ℝ) + 1 / 2) ^ 4

/-- The sum of the increments over all angular momenta `l = L + 1, L + 2, …`. -/
def tail (L : ℕ) : ℝ := ∑' k : ℕ, increment (L + 1 + k)

/-- The two-point inverse-cubic extrapolation of the energies `E L` and `E M`, in the shifted
variable `L + 1`; its domain is `L ≠ M`. -/
def extrapolate (E : ℕ → ℝ) (L M : ℕ) : ℝ :=
  (((M : ℝ) + 1) ^ 3 * E M - ((L : ℝ) + 1) ^ 3 * E L) / (((M : ℝ) + 1) ^ 3 - ((L : ℝ) + 1) ^ 3)

/-- For `y > 0`, the midpoint value `(y + 1/2)⁻⁴` is smaller than the drop of `1/(3y³)`
from `y` to `y + 1`. -/
theorem midpoint_lt {y : ℝ} (hy : 0 < y) :
    1 / (y + 1 / 2) ^ 4 < 1 / (3 * y ^ 3) - 1 / (3 * (y + 1) ^ 3) := by
  have key : 1 / (3 * y ^ 3) - 1 / (3 * (y + 1) ^ 3) - 1 / (y + 1 / 2) ^ 4
      = (5 / 2 * (y * (y + 1)) ^ 2 + 11 / 16 * (y * (y + 1)) + 1 / 16)
        / (3 * (y * (y + 1)) ^ 3 * (y + 1 / 2) ^ 4) := by
    field_simp
    ring
  have pos : 0 < (5 / 2 * (y * (y + 1)) ^ 2 + 11 / 16 * (y * (y + 1)) + 1 / 16)
        / (3 * (y * (y + 1)) ^ 3 * (y + 1 / 2) ^ 4) := by positivity
  linarith

/-- For `y > 0`, the midpoint value `(y + 1/2)⁻⁴` is at least the drop of
`1/(3y³) - 1/(6y⁵)` from `y` to `y + 1`. -/
theorem le_midpoint {y : ℝ} (hy : 0 < y) :
    (1 / (3 * y ^ 3) - 1 / (6 * y ^ 5)) - (1 / (3 * (y + 1) ^ 3) - 1 / (6 * (y + 1) ^ 5))
      ≤ 1 / (y + 1 / 2) ^ 4 := by
  have key : 1 / (y + 1 / 2) ^ 4 - ((1 / (3 * y ^ 3) - 1 / (6 * y ^ 5))
        - (1 / (3 * (y + 1) ^ 3) - 1 / (6 * (y + 1) ^ 5)))
      = (49 / 8 * (y * (y + 1)) ^ 3 + 59 / 16 * (y * (y + 1)) ^ 2 + 13 / 16 * (y * (y + 1))
        + 1 / 16) / (6 * (y * (y + 1)) ^ 5 * (y + 1 / 2) ^ 4) := by
    field_simp
    ring
  have pos : 0 < (49 / 8 * (y * (y + 1)) ^ 3 + 59 / 16 * (y * (y + 1)) ^ 2
        + 13 / 16 * (y * (y + 1)) + 1 / 16) / (6 * (y * (y + 1)) ^ 5 * (y + 1 / 2) ^ 4) := by
    positivity
  linarith

/-- The sum of the first `n` increments beyond `L` is bracketed by two telescoped differences
between `L + 1` and `L + 1 + n`. -/
theorem partial_sum_bounds (L n : ℕ) :
    (1 / (3 * ((L : ℝ) + 1) ^ 3) - 1 / (6 * ((L : ℝ) + 1) ^ 5))
        - (1 / (3 * ((L : ℝ) + 1 + n) ^ 3) - 1 / (6 * ((L : ℝ) + 1 + n) ^ 5))
      ≤ ∑ k ∈ Finset.range n, increment (L + 1 + k) ∧
    ∑ k ∈ Finset.range n, increment (L + 1 + k)
      ≤ 1 / (3 * ((L : ℝ) + 1) ^ 3) - 1 / (3 * ((L : ℝ) + 1 + n) ^ 3) := by
  induction n with
  | zero => simp
  | succ n ih =>
    have hy : (0 : ℝ) < (L : ℝ) + 1 + n := by positivity
    have e : (L : ℝ) + 1 + ((n + 1 : ℕ) : ℝ) = (L : ℝ) + 1 + n + 1 := by
      push_cast
      ring
    have hi : increment (L + 1 + n) = 1 / ((L : ℝ) + 1 + n + 1 / 2) ^ 4 := by
      simp only [increment, Nat.cast_add, Nat.cast_one]
    rw [Finset.sum_range_succ, e, hi]
    have h1 := midpoint_lt hy
    have h2 := le_midpoint hy
    exact ⟨by linarith [ih.1], by linarith [ih.2]⟩

/-- The increments beyond any `L` have a convergent sum. -/
theorem summable_increment (L : ℕ) : Summable fun k : ℕ => increment (L + 1 + k) := by
  refine summable_of_sum_range_le (c := 1 / (3 * ((L : ℝ) + 1) ^ 3))
    (fun k => by unfold increment; positivity) (fun n => ?_)
  have h : (0 : ℝ) ≤ 1 / (3 * ((L : ℝ) + 1 + n) ^ 3) := by positivity
  linarith [(partial_sum_bounds L n).2]

/-- For every `L`, the shifted formula `1/(3(L+1)³)` overestimates the partial-wave tail,
and by no more than `1/(6(L+1)⁵)`. -/
theorem tail_formula_error (L : ℕ) :
    0 < 1 / (3 * ((L : ℝ) + 1) ^ 3) - tail L ∧
    1 / (3 * ((L : ℝ) + 1) ^ 3) - tail L ≤ 1 / (6 * ((L : ℝ) + 1) ^ 5) := by
  constructor
  · -- split off the first increment, where the midpoint inequality is strict
    have upper : tail (L + 1) ≤ 1 / (3 * ((L : ℝ) + 1 + 1) ^ 3) := by
      refine Real.tsum_le_of_sum_range_le (fun k => by unfold increment; positivity)
        (fun n => ?_)
      have h := (partial_sum_bounds (L + 1) n).2
      have h0 : (0 : ℝ) ≤ 1 / (3 * (((L + 1 : ℕ) : ℝ) + 1 + n) ^ 3) := by positivity
      rw [← Nat.cast_succ L]
      exact h.trans (sub_le_self _ h0)
    have split : tail L = increment (L + 1) + tail (L + 1) := by
      have e : (fun k : ℕ => increment (L + 1 + (k + 1))) = fun k => increment (L + 1 + 1 + k) := by
        funext k
        exact congrArg increment (by omega)
      have h := (summable_increment L).tsum_eq_zero_add
      rw [e] at h
      exact h
    have hi : increment (L + 1) = 1 / ((L : ℝ) + 1 + 1 / 2) ^ 4 := by
      simp only [increment, Nat.cast_add, Nat.cast_one]
    have first := midpoint_lt (y := (L : ℝ) + 1) (by positivity)
    linarith
  · -- let the number of increments grow in the lower bound
    have hu : Tendsto (fun n : ℕ => ((L : ℝ) + 1 + n)⁻¹) atTop (𝓝 0) :=
      tendsto_inv_atTop_zero.comp
        (tendsto_atTop_add_const_left _ _ tendsto_natCast_atTop_atTop)
    have hl := (((hu.pow 3).div_const 3).sub ((hu.pow 5).div_const 6)).const_sub
      (1 / (3 * ((L : ℝ) + 1) ^ 3) - 1 / (6 * ((L : ℝ) + 1) ^ 5))
    have hb := le_of_tendsto_of_tendsto' hl (summable_increment L).hasSum.tendsto_sum_nat
      (fun n => by
        have h := (partial_sum_bounds L n).1
        have e3 : 1 / (3 * ((L : ℝ) + 1 + n) ^ 3) = ((L : ℝ) + 1 + n)⁻¹ ^ 3 / 3 := by
          field_simp
        have e5 : 1 / (6 * ((L : ℝ) + 1 + n) ^ 5) = ((L : ℝ) + 1 + n)⁻¹ ^ 5 / 6 := by
          field_simp
        rw [e3, e5] at h
        exact h)
    have h0 : ((0 : ℝ) ^ 3 / 3 - 0 ^ 5 / 6) = 0 := by norm_num
    rw [h0, sub_zero] at hb
    change _ ≤ tail L at hb
    linarith

/-- If the energies converge to `Einf` and, from `L` on, each new partial wave `l` lowers the
energy by `A (l + 1/2)⁻⁴`, then the truncation error at `L` is `A` times the tail. -/
theorem energy_eq {E : ℕ → ℝ} {Einf A : ℝ} {L : ℕ}
    (hE : ∀ l ≥ L, E (l + 1) = E l - A * increment (l + 1))
    (hlim : Tendsto E atTop (𝓝 Einf)) : E L = Einf + A * tail L := by
  have hs : ∀ n, E (L + n) = E L - A * ∑ k ∈ Finset.range n, increment (L + 1 + k) := by
    intro n
    induction n with
    | zero => simp
    | succ n ih =>
      change E (L + n + 1) = _
      rw [hE (L + n) (by omega), ih, Finset.sum_range_succ,
        show L + n + 1 = L + 1 + n by omega]
      ring
  have h1 : Tendsto (fun n => E (L + n)) atTop (𝓝 Einf) :=
    hlim.comp (tendsto_atTop_mono (fun n => Nat.le_add_left n L) tendsto_id)
  have h2 := ((summable_increment L).hasSum.tendsto_sum_nat.const_mul A).const_sub (E L)
  have h3 := tendsto_nhds_unique h1 (h2.congr fun n => (hs n).symm)
  change Einf = E L - A * tail L at h3
  linarith

/-- If the energies converge to `Einf` and, from `L` on, each new partial wave `l` lowers the
energy by `A (l + 1/2)⁻⁴`, then two-point extrapolation from `L < M` misses `Einf` by at most
`|A| / (6 (L+1)² ((M+1)³ - (L+1)³))`. -/
theorem extrapolation_error {E : ℕ → ℝ} {Einf A : ℝ} {L M : ℕ} (hLM : L < M)
    (hE : ∀ l ≥ L, E (l + 1) = E l - A * increment (l + 1))
    (hlim : Tendsto E atTop (𝓝 Einf)) :
    |extrapolate E L M - Einf|
      ≤ |A| / (6 * ((L : ℝ) + 1) ^ 2 * (((M : ℝ) + 1) ^ 3 - ((L : ℝ) + 1) ^ 3)) := by
  have hc : (L : ℝ) < M := by exact_mod_cast hLM
  have hD : 0 < ((M : ℝ) + 1) ^ 3 - ((L : ℝ) + 1) ^ 3 := sub_pos.mpr (by gcongr)
  -- the tail times the cube of the shifted variable is close to 1/3
  have scaled : ∀ K : ℕ, 1 / 3 - 1 / (6 * ((K : ℝ) + 1) ^ 2) ≤ ((K : ℝ) + 1) ^ 3 * tail K ∧
      ((K : ℝ) + 1) ^ 3 * tail K ≤ 1 / 3 := by
    intro K
    have hx : (0 : ℝ) < (K : ℝ) + 1 := by positivity
    obtain ⟨h1, h2⟩ := tail_formula_error K
    have e3 : ((K : ℝ) + 1) ^ 3 * (1 / (3 * ((K : ℝ) + 1) ^ 3)) = 1 / 3 := by field_simp
    have e5 : ((K : ℝ) + 1) ^ 3 * (1 / (6 * ((K : ℝ) + 1) ^ 5))
        = 1 / (6 * ((K : ℝ) + 1) ^ 2) := by field_simp
    have m1 := mul_nonneg (pow_pos hx 3).le h1.le
    have m2 := mul_le_mul_of_nonneg_left h2 (pow_pos hx 3).le
    rw [mul_sub, e3] at m1 m2
    rw [e5] at m2
    exact ⟨by linarith, by linarith⟩
  have key : extrapolate E L M - Einf
      = A * (((M : ℝ) + 1) ^ 3 * tail M - ((L : ℝ) + 1) ^ 3 * tail L)
        / (((M : ℝ) + 1) ^ 3 - ((L : ℝ) + 1) ^ 3) := by
    unfold extrapolate
    rw [energy_eq hE hlim, energy_eq (L := M) (fun l hl => hE l (by omega)) hlim,
      sub_eq_iff_eq_add, div_add' _ _ _ hD.ne']
    congr 1
    ring
  have hmono : 1 / (6 * ((M : ℝ) + 1) ^ 2) ≤ 1 / (6 * ((L : ℝ) + 1) ^ 2) :=
    one_div_le_one_div_of_le (by positivity) (by gcongr)
  have hdiff : |((M : ℝ) + 1) ^ 3 * tail M - ((L : ℝ) + 1) ^ 3 * tail L|
      ≤ 1 / (6 * ((L : ℝ) + 1) ^ 2) :=
    abs_le.mpr ⟨by linarith [(scaled M).1, (scaled L).2],
      by linarith [(scaled M).2, (scaled L).1]⟩
  rw [key, abs_div, abs_mul, abs_of_pos hD, ← div_div, ← mul_one_div |A|]
  exact div_le_div_of_nonneg_right (mul_le_mul_of_nonneg_left hdiff (abs_nonneg A)) hD.le

end

end PartialWaveTail
```

```lean
#print axioms PartialWaveTail.partial_sum_bounds
#print axioms PartialWaveTail.extrapolation_error
```

```
'PartialWaveTail.partial_sum_bounds' depends on axioms: [propext, Classical.choice, Quot.sound]
'PartialWaveTail.extrapolation_error' depends on axioms: [propext, Classical.choice, Quot.sound]
```

`midpoint_lt` and `le_midpoint` are the two inequalities in $y$: `field_simp` and `ring` verify the quotients, and `positivity` gives their sign. `partial_sum_bounds` telescopes them by induction. Because the increments are nonnegative, its upper bound yields `summable_increment`.

In `tail_formula_error`, the strict half splits off the first increment and applies the non-strict bound to `tail (L + 1)`. The other half lets the number of terms grow in the lower bound.

`energy_eq` sums the energy steps by induction and uses uniqueness of limits. In `extrapolation_error`, `scaled` confines $(K+1)^3T(K)$ to its interval below $\frac13$, `key` is the displayed error identity, and `hdiff` bounds the difference of the two scaled tails.
